# Ring diagrams sum to ln(1−x)+x for |x| < 1 and diverge for x < −1, where the logarithm stays finite

## Evaluating the logarithm at one frequency

One way to calculate the correlation energy in the random-phase approximation (RPA) is to build a matrix M = χ₀v at each imaginary frequency of a quadrature grid and evaluate

ln det(1 − M) + tr M.

Here χ₀ is the non-interacting density response and v the Coulomb interaction, both in a finite basis. The number is obtained from a determinant or from eigenvalues. Expanding it in powers of M gives the ring diagrams, order by order. The two routes agree when every eigenvalue of M has modulus below one. If no eigenvalue is positive and one lies below −1, the expansion diverges while the closed expression remains finite. For a finite matrix with real, nonpositive eigenvalues at a fixed frequency, the RPA integrand can thus be evaluated even where its perturbation series diverges.

## Where the ring terms come from

At coupling strength λ between 0 and 1, the RPA response χ_λ obeys χ_λ = χ₀ + λχ₀vχ_λ. Iterating this equation gives

χ_λ v = M + λM² + λ²M³ + …

The correlation integrand is minus the trace of (χ_λ − χ₀)v, integrated over λ from 0 to 1. Integrating λⁿ⁺¹ gives 1/(n+2), so the term of order n+2 is

−tr(Mⁿ⁺²)/(n+2), n = 0, 1, 2, …

The lowest order is two, because the term linear in M belongs to χ₀ and is subtracted.

An eigenvalue x of M is called the strength of a mode. If the orbitals are real and filled from the lowest energy upwards, χ₀ at imaginary frequency is Hermitian and negative semidefinite. Since v is Hermitian and positive definite, the strengths are then real and nonpositive. Large negative strengths mean strong screening. For one mode the equation for χ_λ can also be solved without iteration: χ_λ v becomes x/(1−λx), and minus the integral of x/(1−λx) − x over λ from 0 to 1 is ln(1−x) + x for every x < 1. The closed form is therefore the RPA integrand also where the iterated series diverges.

## One mode: convergence, divergence and bounds

For |x| < 1, integrating the geometric series for 1/(1−t) from 0 to x gives

−ln(1−x) = x + x²/2 + x³/3 + …

Moving the first-order term to the left and changing the sign gives

−Σₙ xⁿ⁺²/(n+2) = ln(1−x) + x, with n running from 0.

Now let |x| = 1 + δ with δ > 0. Keeping only the quadratic term of the binomial expansion,

|x|ⁿ⁺² ≥ (n+2)(n+1)δ²/2,

so

|x|ⁿ⁺²/(n+2) ≥ (n+1)δ²/2.

The right-hand side grows without bound. The terms do not tend to zero, and the series cannot converge.

The closed form behaves differently for negative x. Since 1−x > 1, its logarithm is positive. The inequality ln y < y − 1, valid for positive y ≠ 1, gives ln(1−x) < −x with y = 1−x. Adding x to both bounds,

x < ln(1−x) + x < 0.

This holds for every x < 0, on both sides of −1.

## Many modes: traces and determinants

Suppose M = V X W with WV = 1 and X diagonal with real entries xᵢ. The columns of V are right eigenvectors and the rows of W are the dual left eigenvectors. M need not be symmetric, and a product χ₀v generally is not.

In Mⁿ every inner factor WV is the identity, so Mⁿ = V Xⁿ W. Cyclicity of the trace then gives

tr(Mⁿ) = Σᵢ xᵢⁿ.

The matrices are square, so VW = 1 as well. Hence 1 − M = V(1 − X)W, and since det V · det W = 1,

det(1 − M) = Πᵢ (1 − xᵢ).

If all xᵢ < 1, every factor is positive and the logarithm of the product splits:

ln det(1 − M) + tr M = Σᵢ [ln(1−xᵢ) + xᵢ].

When all |xᵢ| < 1, adding the single-mode series gives the matrix series.

For the divergence, let xⱼ < −1 and take the even orders 2k+2. Every xᵢ²ᵏ⁺² is nonnegative, so the other modes can only make the term more negative:

−tr(M²ᵏ⁺²)/(2k+2) ≤ −|xⱼ|²ᵏ⁺²/(2k+2) → −∞.

If in addition all xᵢ ≤ 0, each factor 1 − xᵢ is at least one, so the determinant is positive. Summing the single-mode bounds, with equality allowed for xᵢ = 0, places the closed form between tr M and 0.

## Two coupled identical modes

The smallest case with coupling has strength a on the diagonal and coupling b off it. The normalised eigenvectors are (1, 1)/√2 and (1, −1)/√2, with strengths a+b and a−b. The file uses the unnormalised columns (1, 1) and (1, −1) and puts the compensating factor 1/2 into W.

For a = −1 and b = −1/2 the strengths are −3/2 and −1/2. The determinant is 15/4 and the closed form is ln(15/4) − 2 ≈ −0.68, between tr M = −2 and 0. The ring term is −1.25 at order 2, about −5.8 at order 10 and about −166 at order 20.

## The statements in Lean

`ringTerm x n` is the single-mode term of order n+2, and `integrand x` is ln(1−x) + x. Their matrix versions are `ringTrace M n` and `traceIntegrand M`. The finite index type `ι` labels the basis functions and also the modes, and `IsModeDecomposition M V W x` expresses WV = 1 and M = V X W.

Four theorems carry the result:

- `hasSum_ringTerm`: if |x| < 1, the ring terms sum to the integrand. `HasSum` means convergence independent of the order of summation, which includes convergence of the usual partial sums.
- `ringTerm_diverges_integrand_finite`: if x < −1, the terms do not tend to zero, and the integrand lies strictly between x and 0.
- `hasSum_ringTrace`: if M has a mode decomposition with all |xᵢ| < 1, the traced terms sum to ln det(1 − M) + tr M.
- `ringTrace_diverges_integrand_finite`: if all xᵢ ≤ 0 and some xⱼ < −1, the terms `ringTrace M (2 * k)` tend to −∞, det(1 − M) is positive, and the closed form lies between tr M and 0, with non-strict inequalities.

Lean's `Real.log` returns a value for every real argument, so the positive determinant in the last theorem is what makes the logarithm the physical one.

The mode decomposition and the signs of the strengths are hypotheses; they are not derived from a Hamiltonian or from χ₀ and v. The coupling-strength integral is already built into the factor 1/(n+2), and the frequency integral with its prefactor does not appear. The matrices M, V and W have real entries in Lean, whereas χ₀v in a plane-wave basis is in general complex even if its eigenvalues are real. Complex matrices, complex eigenvalues and infinite bases are not treated, nor is the convergence of the series at the boundary x = −1.

```lean
import Mathlib

open Filter Topology Matrix

namespace RingSeriesACFD

noncomputable section

/-- The ring-diagram term of order `n + 2` for a single mode of strength `x`. -/
def ringTerm (x : ℝ) (n : ℕ) : ℝ := -(x ^ (n + 2) / ((n : ℝ) + 2))

/-- The logarithmic correlation integrand `ln (1 - x) + x` of a single mode. -/
def integrand (x : ℝ) : ℝ := Real.log (1 - x) + x

/-- For `|x| < 1` the ring diagrams from second order onwards sum to `ln (1 - x) + x`. -/
theorem hasSum_ringTerm {x : ℝ} (hx : |x| < 1) :
    HasSum (ringTerm x) (integrand x) := by
  have h := Real.hasSum_pow_div_log_of_abs_lt_one hx
  -- remove the first-order term
  have h1 := ((hasSum_nat_add_iff' 1).mpr h).neg
  have e1 : ringTerm x = fun n : ℕ => -(x ^ (n + 1 + 1) / (((n + 1 : ℕ) : ℝ) + 1)) := by
    funext n
    simp only [ringTerm]
    push_cast
    ring
  have e2 : integrand x =
      -(-Real.log (1 - x) - ∑ i ∈ Finset.range 1, x ^ (i + 1) / ((i : ℝ) + 1)) := by
    simp only [integrand, Finset.sum_range_one, Nat.cast_zero]
    ring
  rw [e1, e2]
  exact h1

/-- For `|x| > 1` the magnitude of the ring terms grows without bound. -/
theorem tendsto_abs_ringTerm {x : ℝ} (hx : 1 < |x|) :
    Tendsto (fun n => |ringTerm x n|) atTop atTop := by
  have hx0 : 0 < |x| := by linarith
  -- the reciprocal of the term's absolute value tends to zero from above
  have h := (tendsto_pow_const_div_const_pow_of_one_lt 1 hx).comp (tendsto_add_atTop_nat 2)
  have h3 := tendsto_nhdsWithin_iff.mpr ⟨h, Eventually.of_forall (fun n => by
    show (0 : ℝ) < ((n + 2 : ℕ) : ℝ) ^ 1 / |x| ^ (n + 2)
    exact div_pos (by positivity) (pow_pos hx0 _))⟩
  refine (tendsto_inv_nhdsGT_zero.comp h3).congr (fun n => ?_)
  have hn : (0 : ℝ) < (n : ℝ) + 2 := by positivity
  show (((n + 2 : ℕ) : ℝ) ^ 1 / |x| ^ (n + 2))⁻¹ = |ringTerm x n|
  rw [ringTerm, abs_neg, abs_div, abs_pow, abs_of_pos hn, pow_one, inv_div]
  push_cast
  rfl

/-- For a mode of negative strength `x` the integrand lies strictly between `x` and zero. -/
theorem integrand_bounds {x : ℝ} (hx : x < 0) : x < integrand x ∧ integrand x < 0 := by
  have h1 : 0 < Real.log (1 - x) := Real.log_pos (by linarith)
  have h2 : Real.log (1 - x) < 1 - x - 1 :=
    Real.log_lt_sub_one_of_pos (by linarith) (by linarith)
  unfold integrand
  constructor <;> linarith

/-- For `x < -1` the ring terms do not tend to zero, while the integrand lies strictly
between `x` and zero. -/
theorem ringTerm_diverges_integrand_finite {x : ℝ} (hx : x < -1) :
    ¬ Tendsto (ringTerm x) atTop (𝓝 0) ∧ x < integrand x ∧ integrand x < 0 := by
  refine ⟨fun h => ?_, integrand_bounds (by linarith)⟩
  have hx1 : 1 < |x| := by
    rw [abs_of_neg (by linarith)]
    linarith
  exact not_tendsto_nhds_of_tendsto_atTop (tendsto_abs_ringTerm hx1) _ h.abs

variable {ι : Type*} [Fintype ι] [DecidableEq ι]

/-- The matrix `M` (response times interaction) has real eigenvalues `x`, with right
eigenvectors the columns of `V` and dual left eigenvectors the rows of `W`. -/
def IsModeDecomposition (M V W : Matrix ι ι ℝ) (x : ι → ℝ) : Prop :=
  W * V = 1 ∧ M = V * diagonal x * W

/-- The ring-diagram term of order `n + 2` for the matrix `M`, a trace over all modes. -/
def ringTrace (M : Matrix ι ι ℝ) (n : ℕ) : ℝ := -((M ^ (n + 2)).trace / ((n : ℝ) + 2))

/-- The closed correlation integrand `ln det (1 - M) + tr M`. -/
def traceIntegrand (M : Matrix ι ι ℝ) : ℝ := Real.log (1 - M).det + M.trace

/-- Two identical modes of strength `a` with coupling `b` decompose into the symmetric and
antisymmetric combinations, of strengths `a + b` and `a - b`. -/
theorem isModeDecomposition_witness (a b : ℝ) :
    IsModeDecomposition !![a, b; b, a] !![1, 1; 1, -1]
      !![1 / 2, 1 / 2; 1 / 2, -1 / 2] ![a + b, a - b] := by
  constructor
  · ext i j
    fin_cases i <;> fin_cases j <;>
      norm_num [Matrix.mul_apply, Fin.sum_univ_succ]
  · ext i j
    fin_cases i <;> fin_cases j <;>
      simp [Matrix.mul_apply, Fin.sum_univ_succ, Matrix.vecMul_diagonal] <;> ring

/-- The trace of the `n`-th power of `M` is the sum of the `n`-th powers of the mode
strengths. -/
theorem trace_pow_modes {M V W : Matrix ι ι ℝ} {x : ι → ℝ}
    (h : IsModeDecomposition M V W x) (n : ℕ) : (M ^ n).trace = ∑ i, x i ^ n := by
  obtain ⟨h1, h2⟩ := h
  have hp : M ^ n = V * diagonal (fun i => x i ^ n) * W := by
    induction n with
    | zero => simp [mul_eq_one_comm.mp h1]
    | succ n ih =>
      calc M ^ (n + 1) = V * diagonal (fun i => x i ^ n) * W * (V * diagonal x * W) := by
            rw [pow_succ, ih, ← h2]
        _ = V * diagonal (fun i => x i ^ n) * (W * V) * diagonal x * W := by
            simp only [mul_assoc]
        _ = V * diagonal (fun i => x i ^ (n + 1)) * W := by
            rw [h1, mul_one, mul_assoc V, diagonal_mul_diagonal]
            simp only [pow_succ]
  rw [hp, Matrix.trace_mul_comm, ← mul_assoc, h1, one_mul, trace_diagonal]

/-- The determinant of `1 - M` is the product of `1 - x` over the mode strengths `x`. -/
theorem det_one_sub_modes {M V W : Matrix ι ι ℝ} {x : ι → ℝ}
    (h : IsModeDecomposition M V W x) : (1 - M).det = ∏ i, (1 - x i) := by
  obtain ⟨h1, h2⟩ := h
  have hd : diagonal (fun i => 1 - x i) = 1 - diagonal x := by
    ext i j
    by_cases hij : i = j <;> simp [hij]
  have hM : 1 - M = V * diagonal (fun i => 1 - x i) * W := by
    rw [hd, mul_sub, sub_mul, mul_one, mul_eq_one_comm.mp h1, ← h2]
  have hdet : W.det * V.det = 1 := by rw [← det_mul, h1, det_one]
  rw [hM, det_mul, det_mul, det_diagonal]
  linear_combination (∏ i, (1 - x i)) * hdet

/-- If all mode strengths are below one, the closed integrand is the sum of the single-mode
integrands. -/
theorem traceIntegrand_modes {M V W : Matrix ι ι ℝ} {x : ι → ℝ}
    (h : IsModeDecomposition M V W x) (hx : ∀ i, x i < 1) :
    traceIntegrand M = ∑ i, integrand (x i) := by
  have ht : M.trace = ∑ i, x i := by simpa using trace_pow_modes h 1
  have hl : Real.log (∏ i, (1 - x i)) = ∑ i, Real.log (1 - x i) := by
    rw [Real.log_prod]
    intro i _
    linarith [hx i]
  simp only [traceIntegrand, integrand, det_one_sub_modes h, ht, hl, Finset.sum_add_distrib]

/-- If all mode strengths have modulus below one, the traced ring diagrams from second order
onwards sum to `ln det (1 - M) + tr M`. -/
theorem hasSum_ringTrace {M V W : Matrix ι ι ℝ} {x : ι → ℝ}
    (h : IsModeDecomposition M V W x) (hx : ∀ i, |x i| < 1) :
    HasSum (ringTrace M) (traceIntegrand M) := by
  rw [traceIntegrand_modes h (fun i => (abs_lt.mp (hx i)).2)]
  have hs := hasSum_sum (s := Finset.univ) (fun i _ => hasSum_ringTerm (hx i))
  convert hs using 1
  funext n
  simp only [ringTrace, ringTerm, trace_pow_modes h, Finset.sum_neg_distrib, Finset.sum_div]

/-- If no mode strength is positive and one is below `-1`, the even-order ring diagrams tend
to minus infinity, while `det (1 - M)` is positive and the closed integrand lies between
`tr M` and zero. -/
theorem ringTrace_diverges_integrand_finite {M V W : Matrix ι ι ℝ} {x : ι → ℝ}
    (h : IsModeDecomposition M V W x) (hx : ∀ i, x i ≤ 0) {j : ι} (hj : x j < -1) :
    Tendsto (fun k => ringTrace M (2 * k)) atTop atBot ∧ 0 < (1 - M).det ∧
      M.trace ≤ traceIntegrand M ∧ traceIntegrand M ≤ 0 := by
  have hb : ∀ i, x i ≤ integrand (x i) ∧ integrand (x i) ≤ 0 := by
    intro i
    rcases (hx i).lt_or_eq with hi | hi
    · exact ⟨(integrand_bounds hi).1.le, (integrand_bounds hi).2.le⟩
    · simp [integrand, hi]
  have ht : M.trace = ∑ i, x i := by simpa using trace_pow_modes h 1
  refine ⟨?_, ?_, ?_, ?_⟩
  · have hj1 : 1 < |x j| := by
      rw [abs_of_neg (by linarith)]
      linarith
    have h2 : Tendsto (fun k : ℕ => 2 * k) atTop atTop :=
      tendsto_atTop_mono (fun k => (by omega : k ≤ 2 * k)) tendsto_id
    have hlim := tendsto_neg_atTop_atBot.comp ((tendsto_abs_ringTerm hj1).comp h2)
    refine tendsto_atBot_mono (fun k => ?_) hlim
    -- even powers are nonnegative, so the modes cannot cancel each other
    have hpos : ∀ i, 0 ≤ x i ^ (2 * k + 2) / (((2 * k : ℕ) : ℝ) + 2) := fun i =>
      div_nonneg (Even.pow_nonneg ⟨k + 1, by omega⟩ _) (by positivity)
    have hle := Finset.single_le_sum (fun i _ => hpos i) (Finset.mem_univ j)
    show ringTrace M (2 * k) ≤ -|ringTerm (x j) (2 * k)|
    rw [ringTrace, ringTerm, abs_neg, abs_of_nonneg (hpos j), trace_pow_modes h,
      Finset.sum_div]
    exact neg_le_neg hle
  · rw [det_one_sub_modes h]
    exact Finset.prod_pos (fun i _ => by linarith [hx i])
  · rw [traceIntegrand_modes h (fun i => by linarith [hx i]), ht]
    exact Finset.sum_le_sum (fun i _ => (hb i).1)
  · rw [traceIntegrand_modes h (fun i => by linarith [hx i])]
    exact Finset.sum_nonpos (fun i _ => (hb i).2)

end

end RingSeriesACFD
```

```lean
#print axioms RingSeriesACFD.ringTerm_diverges_integrand_finite
-- 'RingSeriesACFD.ringTerm_diverges_integrand_finite' depends on axioms: [propext, Classical.choice, Quot.sound]
#print axioms RingSeriesACFD.hasSum_ringTrace
-- 'RingSeriesACFD.hasSum_ringTrace' depends on axioms: [propext, Classical.choice, Quot.sound]
#print axioms RingSeriesACFD.ringTrace_diverges_integrand_finite
-- 'RingSeriesACFD.ringTrace_diverges_integrand_finite' depends on axioms: [propext, Classical.choice, Quot.sound]
```

## From the logarithm series to the single-mode theorems

`hasSum_ringTerm` starts from Mathlib's series for −ln(1−x). The lemma `hasSum_nat_add_iff'` with argument 1 removes the first-order term, and `.neg` changes the sign. The equalities `e1` and `e2` identify the result with the file's definitions.

`tendsto_abs_ringTerm` reaches the growth by a different route from the binomial estimate. It uses the known limit (n+2)/|x|ⁿ⁺² → 0 for |x| > 1. These ratios are positive, so they approach zero from above and their reciprocals tend to +∞. The reciprocals are the absolute values of the ring terms.

`integrand_bounds` uses the two logarithm inequalities of the derivation, and `linarith` adds x to them. `ringTerm_diverges_integrand_finite` then argues by contradiction: if the terms tended to zero, so would their absolute values, which have just been shown to grow without bound.

## Modes assembled into matrix theorems

`isModeDecomposition_witness` checks the two-mode example entry by entry, for all real a and b.

`trace_pow_modes` proves Mⁿ = V Xⁿ W by induction. The `calc` block exposes the inner product WV and replaces it by the identity; the case n = 0 needs VW = 1, which `mul_eq_one_comm` supplies for square matrices. Cyclicity of the trace finishes the lemma. `det_one_sub_modes` factors 1 − M in the same way and removes det V and det W through their product.

`traceIntegrand_modes` combines these two lemmas and splits the logarithm with `Real.log_prod`. That step requires nonzero factors, which the assumption xᵢ < 1 provides. `hasSum_ringTrace` then adds the single-mode series with `hasSum_sum`, and the trace formula shows that the summed terms are those of the matrix series.

In `ringTrace_diverges_integrand_finite`, `hb` collects the single-mode bounds and treats zero strength separately. For the divergence, `hpos` records that every mode contributes a nonnegative even power, and `Finset.single_le_sum` bounds the contribution of mode j by the whole sum. After the change of sign, the traced term lies below a quantity tending to −∞, and `tendsto_atBot_mono` transfers the limit. The sign hypothesis on the other strengths is not used there; it enters in the remaining three parts, where the determinant is a product of positive factors and the bounds in `hb` are summed over the modes.
